# Antisymmetrised bilinears of a finite-mode Dirac field: normal order plus a trace constant

For a Dirac field with finitely many modes and components ψ_a = Σ_i (u_ai b_i + v_ai d_i*), every matrix G satisfies

Σ_ac G_ac ½[ψ_a*, ψ_c] = (normal-ordered form) + ½(tr v†Gv − tr u†Gu)·1.

Here b_i annihilates a particle, d_i annihilates an antiparticle, and u and v hold the spinor amplitudes. If the columns of u and v together are orthonormal, then G = 1 gives N_b − N_d, the number of particles minus the number of antiparticles.

## Charge and operator ordering

The Dirac field removes particles and creates antiparticles, so its charge should count the two with opposite signs. The product Σ_a ψ_a*ψ_a does this only up to a constant. It contains d_i d_i*, which equals 1 − d_i*d_i, and so with orthonormal amplitudes it gives N_b − N_d plus one unit for every antiparticle mode. This constant grows without bound as modes are added.

Half the commutator, ½[ψ_a*, ψ_c], treats the two orders of the product evenly. For the charge with orthonormal amplitudes, each particle mode then contributes −½ and each antiparticle mode +½. These contributions cancel because the model has equally many modes of both kinds. For a general G they need not cancel, and the traces say what remains.

The same identity gives the vacuum energy of finitely many non-interacting modes when the Hamiltonian is antisymmetrised in this way. Let G be a Hermitian one-particle Hamiltonian with orthonormal eigenvectors, the columns of u at energies E_i and the columns of v at energies −E'_i, with all E_i and E'_i positive. Substitution gives Σ_i (E_i b_i*b_i + E'_i d_i*d_i) with the constant −½ Σ_i (E_i + E'_i).

## The statement and its Lean objects

Write {x, y} = xy + yx, and let δ_ij be 1 for i = j and 0 otherwise. The modes obey

{b_i, d_j} = 0,  {b_i, b_j*} = δ_ij,  {d_i, d_j*} = δ_ij.

These are part of the canonical anticommutation relations of fermions, and `IsDiracModes` contains exactly these three. Physical modes also satisfy {b_i, b_j} = {d_i, d_j} = {b_i, d_j*} = 0, but the identities need none of these. They do matter for the name "number operator": b_i² = 0 is what makes b_i*b_i a projection with eigenvalues among 0 and 1.

The operators belong to `A`, a complex algebra with an adjoint operation `star` that conjugates scalars. No Hilbert space or vacuum state is assumed. The finite type `I` labels the modes, with the same label set for particles and antiparticles, and the finite type `S` labels the field components. The amplitudes `u` and `v` are complex matrices with rows in `S` and columns in `I`.

- `field b d u v a` is ψ_a. Its `star` is the operator adjoint of that one component, not the Dirac adjoint ψ†γ⁰. A bilinear ψ†γ⁰Γψ corresponds to G = γ⁰Γ.
- `bilinear G ψ` is Σ_ac G_ac ½[ψ_a*, ψ_c].
- `normalOrdered b d u v G` is the explicit sum derived under "Reordering the four products", without the constant.
- `number c` is Σ_i c_i*c_i, and `charge b d` is `number b - number d`. This is a difference of particle numbers. For electrons and positrons, the electric charge is −e times it, with e the elementary charge.

The theorem `bilinear_eq_normalOrdered` holds for arbitrary u, v and G. The theorem `bilinear_one_eq_charge` adds the conditions

u†u = 1,  v†v = 1,  u†v = 0.

They stand for the orthonormality of the free positive- and negative-energy solutions. They hold in particular when the combined matrix (u v) is unitary, but completeness of the columns is not required. The normalisation is u†u = 1, not the covariant u†u = 2E. At one fixed momentum p, the antiparticle column is v(−p) and the corresponding d annihilates an antiparticle of momentum −p.

The step from this model to the field in continuous space is the limit of infinitely many modes, where the separate traces can diverge.

## Reordering the four products

The adjoint of a field component is

ψ_a* = Σ_i (ū_ai b_i* + v̄_ai d_i),

where the bar denotes complex conjugation. Expanding half the commutator with ψ_c = Σ_j (u_cj b_j + v_cj d_j*) gives

½[ψ_a*, ψ_c] = ½ Σ_ij ( ū_ai u_cj [b_i*, b_j] + ū_ai v_cj [b_i*, d_j*] + v̄_ai u_cj [d_i, b_j] + v̄_ai v_cj [d_i, d_j*] ).

Each commutator is put into normal order by one anticommutator. From b_j b_i* = δ_ij − b_i*b_j,

½[b_i*, b_j] = b_i*b_j − ½δ_ij.

The adjoint of {b_i, d_j} = 0 is {d_j*, b_i*} = 0, so d_j*b_i* = −b_i*d_j* and

½[b_i*, d_j*] = b_i*d_j*.

From b_j d_i = −d_i b_j,

½[d_i, b_j] = d_i b_j.

Finally, d_i d_j* = δ_ij − d_j*d_i gives

½[d_i, d_j*] = ½δ_ij − d_j*d_i.

Now multiply by G_ac and sum over a and c. For w equal to u or v,

Σ_ac G_ac ū_ai w_cj = (u†Gw)_ij,

and likewise with v̄ in place of ū. The terms with δ_ij add up to

½ Σ_i ((v†Gv)_ii − (u†Gu)_ii) = ½(tr v†Gv − tr u†Gu).

The remaining terms are the normal-ordered form:

Σ_ij ( (u†Gu)_ij b_i*b_j + (u†Gv)_ij b_i*d_j* + (v†Gu)_ij d_i b_j − (v†Gv)_ij d_j*d_i ).

For G = 1 with orthonormal columns, u†v = 0, and its adjoint gives v†u = 0. The pair terms therefore vanish. The other two terms reduce to Σ_i b_i*b_i − Σ_i d_i*d_i. Both traces equal the number of labels in `I`, so the constant is zero and N_b − N_d remains.

## One particle mode and one antiparticle mode

The smallest case with any modes has a single label, so write b and d without an index. Take two field components, numbered 0 and 1 as in Lean, with u = (3/5, 4/5) and v = (−4/5, 3/5):

ψ_0 = (3/5) b − (4/5) d*,

ψ_1 = (4/5) b + (3/5) d*.

The first component alone, which corresponds to G_00 = 1 and all other entries zero, gives

½[ψ_0*, ψ_0] = (9/25) b*b − (12/25)(b*d* + d b) − (16/25) d*d + 7/50.

The second gives

½[ψ_1*, ψ_1] = (16/25) b*b + (12/25)(b*d* + d b) − (9/25) d*d − 7/50.

In the sum, the pair terms and the constants cancel, leaving b*b − d*d.

## Normalised but not orthogonal amplitudes

The two normalisation conditions alone do not give the charge formula. Take one field component and one label, with u = v = 1. Then u†u = v†v = 1 but u†v = 1, and ψ = b + d*. The general identity gives

½[ψ*, ψ] = b*b − d*d + b*d* + d b.

The traces still cancel, but the pair terms survive. They are not zero for physical modes: acting on the vacuum, d b gives zero and b*d* creates a particle–antiparticle pair.

## The complete Lean file

```lean
import Mathlib

open Matrix

namespace DiracFieldCharge

noncomputable section

variable {A I S : Type*} [Ring A] [StarRing A] [Algebra ℂ A] [StarModule ℂ A]
  [Fintype I] [DecidableEq I] [Fintype S]

/-- Particle modes `b i` and antiparticle modes `d i`: each family has canonical
anticommutators with its adjoints, and the two families anticommute. -/
structure IsDiracModes (b d : I → A) : Prop where
  bd : ∀ i j, b i * d j + d j * b i = 0
  b_star : ∀ i j, b i * star (b j) + star (b j) * b i = if i = j then 1 else 0
  d_star : ∀ i j, d i * star (d j) + star (d j) * d i = if i = j then 1 else 0

/-- The field component `ψ_a = ∑ i, (u_ai b_i + v_ai d_i*)`. -/
def field (b d : I → A) (u v : Matrix S I ℂ) (a : S) : A :=
  ∑ i, (u a i • b i + v a i • star (d i))

/-- The antisymmetrised field bilinear `∑ G_ac (1/2) [ψ_a*, ψ_c]`. -/
def bilinear (G : Matrix S S ℂ) (ψ : S → A) : A :=
  ∑ a, ∑ c, G a c • ((1 / 2 : ℂ) • (star (ψ a) * ψ c - ψ c * star (ψ a)))

/-- The normal-ordered form of `∑ G_ac ψ_a* ψ_c`: creators stand to the left of
annihilators, with a minus sign for the exchanged antiparticle pair. -/
def normalOrdered (b d : I → A) (u v : Matrix S I ℂ) (G : Matrix S S ℂ) : A :=
  ∑ i, ∑ j, ((uᴴ * G * u) i j • (star (b i) * b j)
    + (uᴴ * G * v) i j • (star (b i) * star (d j))
    + (vᴴ * G * u) i j • (d i * b j)
    - (vᴴ * G * v) i j • (star (d j) * d i))

/-- The number operator `∑ i, c_i* c_i` of a family of modes. -/
def number (c : I → A) : A := ∑ i, star (c i) * c i

/-- The charge: number of particles minus number of antiparticles. -/
def charge (b d : I → A) : A := number b - number d

omit [Fintype I] [DecidableEq I] in
/-- The matrix element of `G` between two spinor amplitudes, as a double sum over
field components. -/
theorem sandwich_apply (u w : Matrix S I ℂ) (G : Matrix S S ℂ) (i j : I) :
    (uᴴ * G * w) i j = ∑ a, ∑ c, G a c * (star (u a i) * w c j) := by
  simp only [Matrix.mul_apply, Matrix.conjTranspose_apply, Finset.sum_mul]
  refine Finset.sum_comm.trans ?_
  refine Finset.sum_congr rfl fun a _ => Finset.sum_congr rfl fun c _ => ?_
  ring

omit [Fintype S] in
/-- For modes obeying `IsDiracModes`, half the commutator of `ψ_a*` with `ψ_c`, reordered mode by
mode: for `i = j` the particle pair leaves the constant `-1/2` and the antiparticle pair `+1/2`,
each multiplied by its amplitudes. -/
theorem field_commutator {b d : I → A} (h : IsDiracModes b d) (u v : Matrix S I ℂ)
    (a c : S) :
    (1 / 2 : ℂ) • (star (field b d u v a) * field b d u v c
        - field b d u v c * star (field b d u v a)) =
      ∑ i, ∑ j, ((star (u a i) * u c j) •
          (star (b i) * b j - (1 / 2 : ℂ) • (if i = j then (1 : A) else 0))
        + (star (u a i) * v c j) • (star (b i) * star (d j))
        + (star (v a i) * u c j) • (d i * b j)
        - (star (v a i) * v c j) •
          (star (d j) * d i - (1 / 2 : ℂ) • (if i = j then (1 : A) else 0))) := by
  have comm : ∀ E F : I → A, (∑ i, E i) * (∑ j, F j) - (∑ j, F j) * (∑ i, E i)
      = ∑ i, ∑ j, (E i * F j - F j * E i) := by
    intro E F
    simp only [Finset.sum_sub_distrib, Finset.sum_mul_sum]
    congr 1
    exact Finset.sum_comm
  have hs : star (field b d u v a)
      = ∑ i, (star (u a i) • star (b i) + star (v a i) • d i) := by
    simp only [field, star_sum, star_add, star_smul, star_star]
  rw [hs]
  unfold field
  rw [comm, Finset.smul_sum]
  refine Finset.sum_congr rfl fun i _ => ?_
  rw [Finset.smul_sum]
  refine Finset.sum_congr rfl fun j _ => ?_
  -- the four exchanges needed for normal order
  have e : (if j = i then (1 : A) else 0) = if i = j then 1 else 0 := by
    rcases eq_or_ne i j with rfl | hij
    · rfl
    · rw [if_neg hij, if_neg hij.symm]
  have h1 : b j * star (b i) = (if i = j then (1 : A) else 0) - star (b i) * b j :=
    eq_sub_of_add_eq ((h.b_star j i).trans e)
  have h2 : d i * star (d j) = (if i = j then (1 : A) else 0) - star (d j) * d i :=
    eq_sub_of_add_eq (h.d_star i j)
  have h3 := congrArg star (h.bd i j)
  simp only [star_add, star_mul, star_zero] at h3
  have h3' := eq_neg_of_add_eq_zero_left h3
  have h4 := eq_neg_of_add_eq_zero_left (h.bd j i)
  simp only [mul_add, add_mul, smul_mul_assoc, mul_smul_comm, h1, h2, h3', h4]
  module

/-- For modes obeying `IsDiracModes` and any matrix `G`, the antisymmetrised field bilinear is its
normal-ordered form plus the constant `(tr v†Gv - tr u†Gu) / 2`. -/
theorem bilinear_eq_normalOrdered {b d : I → A} (h : IsDiracModes b d)
    (u v : Matrix S I ℂ) (G : Matrix S S ℂ) :
    bilinear G (field b d u v) = normalOrdered b d u v G
      + (((vᴴ * G * v).trace - (uᴴ * G * u).trace) / 2) • (1 : A) := by
  have swap : ∀ T : S → S → I → I → A,
      ∑ a, ∑ c, ∑ i, ∑ j, T a c i j = ∑ i, ∑ j, ∑ a, ∑ c, T a c i j := by
    intro T
    calc ∑ a, ∑ c, ∑ i, ∑ j, T a c i j
        = ∑ a, ∑ i, ∑ c, ∑ j, T a c i j :=
          Finset.sum_congr rfl fun a _ => Finset.sum_comm
      _ = ∑ i, ∑ a, ∑ c, ∑ j, T a c i j := Finset.sum_comm
      _ = ∑ i, ∑ a, ∑ j, ∑ c, T a c i j :=
          Finset.sum_congr rfl fun i _ => Finset.sum_congr rfl fun a _ => Finset.sum_comm
      _ = ∑ i, ∑ j, ∑ a, ∑ c, T a c i j :=
          Finset.sum_congr rfl fun i _ => Finset.sum_comm
  -- the traces collect the diagonal contractions
  have hK : (((vᴴ * G * v).trace - (uᴴ * G * u).trace) / 2) • (1 : A)
      = ∑ i, ∑ j, ((vᴴ * G * v) i j - (uᴴ * G * u) i j) •
          ((1 / 2 : ℂ) • (if i = j then (1 : A) else 0)) := by
    simp only [smul_ite, smul_zero, Finset.sum_ite_eq, Finset.mem_univ, if_true, smul_smul]
    rw [← Finset.sum_smul, ← Finset.sum_mul, Finset.sum_sub_distrib]
    simp only [Matrix.trace, Matrix.diag_apply]
    congr 1
    ring
  simp only [bilinear, field_commutator h, Finset.smul_sum]
  rw [swap, hK, normalOrdered, ← Finset.sum_add_distrib]
  refine Finset.sum_congr rfl fun i _ => ?_
  rw [← Finset.sum_add_distrib]
  refine Finset.sum_congr rfl fun j _ => ?_
  simp only [sandwich_apply, ← Finset.sum_sub_distrib, Finset.sum_smul,
    ← Finset.sum_add_distrib]
  refine Finset.sum_congr rfl fun a _ => Finset.sum_congr rfl fun c _ => ?_
  module

/-- If the modes obey `IsDiracModes` and the columns of `(u v)` are orthonormal, the antisymmetrised
bilinear with `G = 1` is the number of particles minus the number of antiparticles. -/
theorem bilinear_one_eq_charge [DecidableEq S] {b d : I → A} (h : IsDiracModes b d)
    (u v : Matrix S I ℂ) (hu : uᴴ * u = 1) (hv : vᴴ * v = 1) (huv : uᴴ * v = 0) :
    bilinear 1 (field b d u v) = charge b d := by
  have hvu : vᴴ * u = 0 := by
    have := congrArg Matrix.conjTranspose huv
    simpa [Matrix.conjTranspose_mul] using this
  rw [bilinear_eq_normalOrdered h, normalOrdered]
  simp only [Matrix.mul_one, hu, hv, huv, hvu]
  simp [Matrix.one_apply, ite_smul, Finset.sum_sub_distrib, charge, number]

/-- Explicit 4 × 4 matrices for one particle mode and one antiparticle mode. -/
theorem isDiracModes_witness :
    IsDiracModes (A := Matrix (Fin 4) (Fin 4) ℂ) (I := Fin 1)
      (fun _ => !![0, 0, 1, 0; 0, 0, 0, 1; 0, 0, 0, 0; 0, 0, 0, 0])
      (fun _ => !![0, 1, 0, 0; 0, 0, 0, 0; 0, 0, 0, -1; 0, 0, 0, 0]) := by
  constructor <;> intro i j <;> obtain rfl := Subsingleton.elim i j <;> ext k l <;>
    simp only [Matrix.add_apply, Matrix.mul_apply, Fin.sum_univ_four,
      Matrix.star_eq_conjTranspose, Matrix.conjTranspose_apply] <;>
    fin_cases k <;> fin_cases l <;> simp

/-- The two-component spinors `(3/5, 4/5)` and `(-4/5, 3/5)` are orthonormal. -/
theorem spinor_witness (u v : Matrix (Fin 2) (Fin 1) ℂ)
    (hu : u = !![3 / 5; 4 / 5]) (hv : v = !![-4 / 5; 3 / 5]) :
    uᴴ * u = 1 ∧ vᴴ * v = 1 ∧ uᴴ * v = 0 := by
  subst hu hv
  refine ⟨?_, ?_, ?_⟩ <;> ext i j <;>
    simp only [Matrix.mul_apply, Matrix.conjTranspose_apply, Fin.sum_univ_two] <;>
    fin_cases i <;> fin_cases j <;> norm_num

end

end DiracFieldCharge
```

```lean
#print axioms DiracFieldCharge.bilinear_eq_normalOrdered
#print axioms DiracFieldCharge.bilinear_one_eq_charge
```

```
'DiracFieldCharge.bilinear_eq_normalOrdered' depends on axioms: [propext, Classical.choice, Quot.sound]
'DiracFieldCharge.bilinear_one_eq_charge' depends on axioms: [propext, Classical.choice, Quot.sound]
```

## From the mode expansion to the charge

`sandwich_apply` writes an entry of u†Gw as a double sum over field components. It unfolds the matrix products, exchanges the two sums and rearranges the scalar factors with `ring`.

`field_commutator` carries out the reordering. Its auxiliary statement `comm` turns the commutator of two sums into a double sum of commutators, and `hs` computes ψ_a*. For fixed i and j, the four exchanges appear as `h1` for b_j b_i*, `h2` for d_i d_j*, `h3'` for d_j*b_i*, and `h4` for b_j d_i. The third comes from taking the adjoint of the relation `bd`, as in the derivation. After `simp only` has expanded the products and inserted these exchanges, `module` compares the coefficients of the operator products and of the identity. This is where the factor ½ combines equal terms and leaves the halves on the diagonal.

`bilinear_eq_normalOrdered` sums the result against G. The statement `swap` moves the mode sums outside the component sums, one exchange at a time. The statement `hK` spreads the trace constant over a double sum containing δ_ij, so that both sides of the identity have the same shape. The proof then compares the summands for each i and j, uses `sandwich_apply` to expand the matrix entries, and closes the comparison for each a and c with `module`.

`bilinear_one_eq_charge` first obtains v†u = 0 by taking the adjoint of u†v = 0. It then rewrites the bilinear with the general identity and inserts the orthonormality conditions. The final `simp` removes the pair terms, cancels the equal traces and reduces the sums with identity matrices to the two number operators.

The last two theorems show that the assumptions of the charge formula are consistent. `isDiracModes_witness` checks the three mode relations entry by entry for explicit 4 × 4 matrices, and `spinor_witness` checks orthonormality for the two spinors used in the example above.
